# With full cubic symmetry, a transport tensor summed over a k-mesh is a multiple of the identity

Crystal momenta are treated here as plain vectors in $\mathbb{R}^d$, not as classes modulo reciprocal lattice vectors. A mesh is then symmetric only if the mirror image of each stored point is itself stored. In units of the inverse lattice constant, a simple cubic mesh that contains a coordinate $\pi$ must also contain $-\pi$. A $\Gamma$-centred mesh with an even number of points per axis, stored in $(-\pi,\pi]$, fails this test. For the simple cubic lattice, a mesh of cell midpoints passes it, as does a $\Gamma$-centred mesh with an odd number of points per axis, provided that the points are stored symmetrically about zero. For the even mesh one can store every copy of each boundary point, taking each coordinate $\pi$ with both signs independently, and put a factor $1/2$ into the weight for every coordinate equal to $\pm\pi$. If the weight and velocity are periodic, this leaves the sum unchanged.

## One number in place of a tensor

Let $K\subset\mathbb{R}^d$ be a finite mesh, $w(k)$ a real weight and $v(k)\in\mathbb{R}^d$ a velocity. Indices run from $0$ to $d-1$, as in Lean. Define

$$T_{ij}=\sum_{k\in K} w(k)\,v_i(k)\,v_j(k).$$

Suppose that $K$ is closed under sign flips of single coordinates and under all permutations of the coordinates, that $w$ is invariant under these operations, and that $v$ transforms as a vector. Then

$$T_{ij}=\delta_{ij}\,\frac1d\sum_{k\in K} w(k)\,|v(k)|^2 .$$

For any vector $u$ it follows that

$$\sum_{k\in K} w(k)\,(u\cdot v(k))^2=\frac{|u|^2}{d}\sum_{k\in K} w(k)\,|v(k)|^2,$$

so the response along a unit vector is the same in every direction.

## Where a transport code uses the identity

In the relaxation-time approximation for independent electrons, the conductivity of one band on a finite mesh has the form $T_{ij}$. The weight then collects the squared charge, the relaxation time, the negative energy derivative of the occupation function and the normalisation. A code that reports a single conductivity for a cubic crystal, or computes only one diagonal entry, relies on the identity.

It matters also when the sum runs over an irreducible wedge. Multiplying each wedge point by the number of its symmetry images gives the correct sum of $w|v|^2$, because that quantity is invariant. The same procedure applied to $w\,v_iv_j$ entry by entry is in general wrong, since the product changes from one image to the next. The scalar sum divided by $d$ gives the diagonal entry.

On a full mesh the identity serves as a check. Off-diagonal entries or differences between diagonal entries that exceed rounding error mean that a symmetry hypothesis fails or that the sum is coded wrongly.

## Two changes of summation variable and a trace

Let $R_a$ reverse component $a$ of a vector, and let $P_\sigma$ permute components by $(P_\sigma k)_b=k_{\sigma(b)}$.

**Off-diagonal entries.** Take $i\neq j$. Since $R_iR_i=1$ and $K$ is closed under $R_i$, this mirror is a bijection of $K$ onto itself. Replacing $k$ by $R_ik$ in the sum gives

$$T_{ij}=\sum_{k\in K} w(R_ik)\,v_i(R_ik)\,v_j(R_ik)=\sum_{k\in K} w(k)\,(-v_i(k))\,v_j(k)=-T_{ij},$$

so $T_{ij}=0$.

**Diagonal entries.** Let $\sigma$ exchange $i$ and $j$. The map $P_\sigma$ is also a bijection of $K$, and

$$T_{jj}=\sum_{k\in K} w(P_\sigma k)\,v_j(P_\sigma k)^2=\sum_{k\in K} w(k)\,v_{\sigma(j)}(k)^2=\sum_{k\in K} w(k)\,v_i(k)^2=T_{ii}.$$

**Trace.** Exchanging the two finite sums gives

$$\sum_{a=0}^{d-1}T_{aa}=\sum_{k\in K} w(k)\sum_{a=0}^{d-1}v_a(k)^2=\sum_{k\in K} w(k)\,|v(k)|^2 .$$

The left side consists of $d$ equal terms, so each is $1/d$ of the right side. For $d=1$ there are no off-diagonal entries and the result is the definition of $T_{00}$.

**Arbitrary direction.** Expanding the square gives

$$\sum_{k\in K} w(k)\,(u\cdot v(k))^2=\sum_{i,j}u_iu_jT_{ij}=\sum_i u_i^2\,T_{ii},$$

and inserting the common diagonal value gives the directional formula.

## Mirrors alone leave the axes unequal

Take $d=2$, $K=\{(1,0),(-1,0)\}$, $w=1$ and $v(k)=k$. Each mirror maps this mesh to itself, but exchanging the axes takes $(1,0)$ to $(0,1)$, which is absent. The off-diagonal entries vanish, while

$$T_{00}=1^2+(-1)^2=2,\qquad T_{11}=0 .$$

The identity would give $1$ for both. A mesh with different subdivisions along different axes can break the symmetry in the same way, even when the crystal itself is cubic.

## The Lean file

```lean
import Mathlib

open Matrix

namespace CubicTransport

noncomputable section

variable {d : ℕ}

/-- The mirror operation that reverses the component of a vector along axis `a`. -/
def reflect (a : Fin d) (k : Fin d → ℝ) : Fin d → ℝ :=
  fun b => if b = a then -k b else k b

/-- The point-group operation that permutes the Cartesian components of a vector. -/
def permute (σ : Equiv.Perm (Fin d)) (k : Fin d → ℝ) : Fin d → ℝ :=
  fun b => k (σ b)

/-- The mesh `K` is closed under all axis mirrors, the weight `w` is invariant under them,
and the velocity `v` transforms as a vector. -/
structure MirrorSymmetric (K : Finset (Fin d → ℝ)) (w : (Fin d → ℝ) → ℝ)
    (v : (Fin d → ℝ) → (Fin d → ℝ)) : Prop where
  mem : ∀ a, ∀ k ∈ K, reflect a k ∈ K
  weight : ∀ a, ∀ k ∈ K, w (reflect a k) = w k
  velocity : ∀ a, ∀ k ∈ K, v (reflect a k) = reflect a (v k)

/-- The mesh `K` is closed under all axis permutations, the weight `w` is invariant under them,
and the velocity `v` transforms as a vector. -/
structure AxisSymmetric (K : Finset (Fin d → ℝ)) (w : (Fin d → ℝ) → ℝ)
    (v : (Fin d → ℝ) → (Fin d → ℝ)) : Prop where
  mem : ∀ σ, ∀ k ∈ K, permute σ k ∈ K
  weight : ∀ σ, ∀ k ∈ K, w (permute σ k) = w k
  velocity : ∀ σ, ∀ k ∈ K, v (permute σ k) = permute σ (v k)

/-- The transport tensor: the mesh sum of weight times two velocity components. -/
def transportTensor (K : Finset (Fin d → ℝ)) (w : (Fin d → ℝ) → ℝ)
    (v : (Fin d → ℝ) → (Fin d → ℝ)) (i j : Fin d) : ℝ :=
  ∑ k ∈ K, w k * v k i * v k j

variable {K : Finset (Fin d → ℝ)} {w : (Fin d → ℝ) → ℝ} {v : (Fin d → ℝ) → (Fin d → ℝ)}

/-- Applying the same mirror twice restores the vector. -/
theorem reflect_reflect (a : Fin d) (k : Fin d → ℝ) : reflect a (reflect a k) = k := by
  funext b
  by_cases h : b = a <;> simp [reflect, h]

/-- Mirror symmetry makes every off-diagonal entry of the transport tensor vanish. -/
theorem offdiag_eq_zero (hM : MirrorSymmetric K w v) {i j : Fin d} (hij : i ≠ j) :
    transportTensor K w v i j = 0 := by
  -- reindexing the mesh by the mirror of axis `i` reverses the sign of the sum
  have h : ∑ k ∈ K, w k * v k i * v k j = ∑ k ∈ K, -(w k * v k i * v k j) := by
    refine Finset.sum_nbij' (reflect i) (reflect i) (hM.mem i) (hM.mem i)
      (fun k _ => reflect_reflect i k) (fun k _ => reflect_reflect i k) (fun k hk => ?_)
    simp only [hM.weight i k hk, hM.velocity i k hk]
    simp [reflect, hij.symm]
  rw [Finset.sum_neg_distrib] at h
  unfold transportTensor
  linarith

/-- Axis-permutation symmetry makes all diagonal entries of the transport tensor equal. -/
theorem diag_eq_diag (hP : AxisSymmetric K w v) (i j : Fin d) :
    transportTensor K w v i i = transportTensor K w v j j := by
  unfold transportTensor
  -- reindex the mesh by the exchange of axes `i` and `j`
  refine Finset.sum_nbij' (permute (Equiv.swap i j)) (permute (Equiv.swap i j).symm)
    (hP.mem _) (hP.mem _) (fun k _ => by funext b; simp [permute])
    (fun k _ => by funext b; simp [permute]) (fun k hk => ?_)
  simp only [hP.weight _ k hk, hP.velocity _ k hk]
  simp [permute]

/-- The trace of the transport tensor is the weighted mesh sum of the squared speed. -/
theorem trace_eq (K : Finset (Fin d → ℝ)) (w : (Fin d → ℝ) → ℝ)
    (v : (Fin d → ℝ) → (Fin d → ℝ)) :
    ∑ i, transportTensor K w v i i = ∑ k ∈ K, w k * (v k ⬝ᵥ v k) := by
  unfold transportTensor
  rw [Finset.sum_comm]
  refine Finset.sum_congr rfl fun k _ => ?_
  rw [dotProduct, Finset.mul_sum]
  exact Finset.sum_congr rfl fun i _ => by ring

/-- Under mirrors and axis permutations the transport tensor is the identity times
`1/d` of the weighted mesh sum of the squared speed. -/
theorem cubic_isotropy (hM : MirrorSymmetric K w v) (hP : AxisSymmetric K w v) (i j : Fin d) :
    transportTensor K w v i j =
      (if i = j then 1 else 0) * (1 / (d : ℝ) * ∑ k ∈ K, w k * (v k ⬝ᵥ v k)) := by
  by_cases hij : i = j
  · subst hij
    have hd : (d : ℝ) ≠ 0 := Nat.cast_ne_zero.mpr (Fin.pos i).ne'
    -- the trace consists of `d` equal entries
    have ht : ∑ a, transportTensor K w v a a = d * transportTensor K w v i i := by
      rw [Finset.sum_congr rfl (fun a _ => diag_eq_diag hP a i)]
      simp
    rw [if_pos rfl, ← trace_eq, ht]
    field_simp
  · rw [offdiag_eq_zero hM hij, if_neg hij, zero_mul]

/-- Under mirrors and axis permutations, the weighted mesh sum of the squared dot product of `u`
with the velocity is the squared length of `u`, divided by `d`, times the weighted mesh sum of the
squared speed. -/
theorem directional_response (hM : MirrorSymmetric K w v) (hP : AxisSymmetric K w v)
    (u : Fin d → ℝ) :
    ∑ k ∈ K, w k * (u ⬝ᵥ v k) ^ 2 =
      (u ⬝ᵥ u) / (d : ℝ) * ∑ k ∈ K, w k * (v k ⬝ᵥ v k) := by
  -- expand the square into a contraction with the transport tensor
  have h : ∑ k ∈ K, w k * (u ⬝ᵥ v k) ^ 2 =
      ∑ i, ∑ j, u i * u j * transportTensor K w v i j := by
    calc _ = ∑ k ∈ K, ∑ i, ∑ j, u i * u j * (w k * v k i * v k j) := by
          refine Finset.sum_congr rfl fun k _ => ?_
          rw [dotProduct, sq, Finset.sum_mul_sum, Finset.mul_sum]
          refine Finset.sum_congr rfl fun i _ => ?_
          rw [Finset.mul_sum]
          exact Finset.sum_congr rfl fun j _ => by ring
      _ = _ := by
          rw [Finset.sum_comm]
          refine Finset.sum_congr rfl fun i _ => ?_
          rw [Finset.sum_comm]
          refine Finset.sum_congr rfl fun j _ => ?_
          rw [transportTensor, Finset.mul_sum]
  rw [h]
  simp only [cubic_isotropy hM hP, ite_mul, one_mul, zero_mul, mul_ite, mul_zero,
    Finset.sum_ite_eq, Finset.mem_univ, if_true]
  rw [← Finset.sum_mul, dotProduct]
  ring

/-- The nearest-neighbour tight-binding band `-2t ∑ cos k_a`, with `k` in units of the inverse
lattice constant. -/
def bandEnergy (t : ℝ) (k : Fin d → ℝ) : ℝ := -2 * t * ∑ a, Real.cos (k a)

/-- The velocity with components `2t sin k_a`. -/
def bandVelocity (t : ℝ) (k : Fin d → ℝ) : Fin d → ℝ := fun a => 2 * t * Real.sin (k a)

/-- On a product mesh built from an inversion-symmetric set of points, the tight-binding velocity
and any weight that depends only on the band energy have both symmetries. -/
theorem tightBinding_witness (S : Finset ℝ) (hS : ∀ x ∈ S, -x ∈ S) (t : ℝ) (f : ℝ → ℝ) :
    MirrorSymmetric (Fintype.piFinset fun _ : Fin d => S)
      (fun k => f (bandEnergy t k)) (bandVelocity t) ∧
    AxisSymmetric (Fintype.piFinset fun _ : Fin d => S)
      (fun k => f (bandEnergy t k)) (bandVelocity t) := by
  refine ⟨⟨fun a k hk => ?_, fun a k _ => ?_, fun a k _ => ?_⟩,
    ⟨fun σ k hk => ?_, fun σ k _ => ?_, fun σ k _ => rfl⟩⟩
  · rw [Fintype.mem_piFinset] at hk ⊢
    intro b
    unfold reflect
    split_ifs
    · exact hS _ (hk b)
    · exact hk b
  · -- the cosine is even
    have h : ∀ b, Real.cos (reflect a k b) = Real.cos (k b) := by
      intro b
      by_cases hb : b = a <;> simp [reflect, hb]
    simp only [bandEnergy, h]
  · -- the sine is odd
    funext b
    by_cases hb : b = a <;> simp [bandVelocity, reflect, hb]
  · rw [Fintype.mem_piFinset] at hk ⊢
    exact fun b => hk (σ b)
  · have h : ∑ b, Real.cos (permute σ k b) = ∑ b, Real.cos (k b) :=
      Equiv.sum_comp σ (fun b => Real.cos (k b))
    simp only [bandEnergy, h]

/-- A two-point mesh in the plane with unit weight and velocity `v(k) = k` has all axis mirrors,
yet its two diagonal transport entries are 2 and 0. -/
theorem mirrors_not_sufficient :
    MirrorSymmetric ({![1, 0], ![-1, 0]} : Finset (Fin 2 → ℝ)) (fun _ => 1) (fun k => k) ∧
    transportTensor ({![1, 0], ![-1, 0]} : Finset (Fin 2 → ℝ)) (fun _ => 1) (fun k => k) 0 0 = 2 ∧
    transportTensor ({![1, 0], ![-1, 0]} : Finset (Fin 2 → ℝ)) (fun _ => 1) (fun k => k) 1 1 = 0 := by
  have h : (![1, 0] : Fin 2 → ℝ) ≠ ![-1, 0] := by
    intro h
    have h0 := congrFun h 0
    norm_num at h0
  refine ⟨⟨fun a k hk => ?_, fun _ _ _ => rfl, fun _ _ _ => rfl⟩, ?_, ?_⟩
  · simp only [Finset.mem_insert, Finset.mem_singleton] at hk ⊢
    rcases hk with rfl | rfl <;> fin_cases a <;>
      simp [reflect, funext_iff, Fin.forall_fin_two]
  · rw [transportTensor, Finset.sum_pair h]
    norm_num
  · rw [transportTensor, Finset.sum_pair h]
    norm_num

end

end CubicTransport
```

```lean
#print axioms CubicTransport.cubic_isotropy
#print axioms CubicTransport.directional_response
#print axioms CubicTransport.mirrors_not_sufficient
```

```
'CubicTransport.cubic_isotropy' depends on axioms: [propext, Classical.choice, Quot.sound]
'CubicTransport.directional_response' depends on axioms: [propext, Classical.choice, Quot.sound]
'CubicTransport.mirrors_not_sufficient' depends on axioms: [propext, Classical.choice, Quot.sound]
```

## How the Lean statement maps to the physics

A momentum or velocity has type `Fin d → ℝ`, a list of $d$ Cartesian components. Fractional coordinates of a face-centred or body-centred lattice must therefore be converted first. Conversion alone doesn't ensure the symmetry: a mesh that fills a primitive parallelepiped is in general not closed under the mirrors. The mesh is a `Finset`, so each point occurs once, and multiplicities belong in `w`. The weight may have either sign.

The operations $R_a$ and $P_\sigma$ are `reflect a` and `permute σ`. The structure `MirrorSymmetric K w v` has three fields: `mem` for closure of the mesh, `weight` for invariance of the weight and `velocity` for the transformation of the velocity. `AxisSymmetric K w v` has the same fields for permutations. All these conditions are required only at points of `K`, so a code that tabulates $w$ and $v$ on the mesh has all the data needed to test them.

The tensor $T_{ij}$ is `transportTensor K w v i j`, and $|v|^2$ is written `v k ⬝ᵥ v k`, the Euclidean dot product. In `cubic_isotropy` the factor `if i = j then 1 else 0` is $\delta_{ij}$. This theorem needs no hypothesis $d\geq1$, because an index `i : Fin d` exists only in that case. The statement of `directional_response` has no such index and includes $d=0$, where both sides are zero under Lean's convention $x/0=0$.

`tightBinding_witness` supplies a physical model that meets both sets of conditions. Its mesh is the product of $d$ copies of a finite set `S` that contains $-x$ whenever it contains $x$. The energy is $-2t\sum_a\cos k_a$, with hopping amplitude $t$, and the velocity components are $2t\sin k_a$. These are the derivatives of the energy when $\hbar$ and the lattice constant are set to one; the file defines the velocity directly and doesn't derive it. The weight is an arbitrary function `f` of the energy, which allows smearing with a fixed width and an energy-dependent relaxation time.

## How the proof follows the derivation

`offdiag_eq_zero` and `diag_eq_diag` are the two changes of variable. Both use `Finset.sum_nbij'`, which takes a map and its inverse, checks that each keeps points inside the mesh and that they undo one another, and then compares the sums term by term. For the mirror, `reflect_reflect` shows that the map is its own inverse. The symmetry fields rewrite each term, and `linarith` concludes that a number equal to its own negative is zero. For the diagonal entries the map is the permutation `Equiv.swap i j`.

`trace_eq` exchanges the sums over axes and mesh points. `cubic_isotropy` then splits into the cases $i=j$ and $i\neq j$. In the first, the trace is rewritten as $d$ times one entry, and `field_simp` cancels $d$, which is nonzero because the index `i` exists. The second case is `offdiag_eq_zero`.

`directional_response` expands the square into a double sum over axes, moves the mesh sum inside and recognises the tensor. Substituting `cubic_isotropy` leaves only the terms with $i=j$.

In `tightBinding_witness`, the mirror conditions follow from the cosine being even and the sine odd. A permutation only reorders the cosine sum. `mirrors_not_sufficient` checks the mirrors of the two-point mesh and evaluates its two diagonal entries.

## Exact on a finite mesh, with symmetry as an input

The equality holds in exact real arithmetic for every finite mesh that satisfies the hypotheses, however coarse. It therefore says nothing about convergence: a badly undersampled conductivity can be perfectly isotropic. In floating-point arithmetic the cancellations hold only up to rounding.

For a general band the symmetry of the weight and velocity is assumed, not derived from a Hamiltonian. It stands for a crystal whose electronic structure and scattering respect the cubic axes. Strain, or a relaxation time that depends on direction in a less symmetric way, can violate it. For several bands, the identity applies to each band that meets the conditions, and the results add.

The hypotheses ask for every signed permutation of the axes, which in three dimensions is the full cubic group $O_h$. Smaller cubic groups do not supply all of these operations by themselves; $T_d$, for example, lacks the mirror that reverses a single axis. The tensor is still a multiple of the identity for them, because twofold rotations about the axes remove the off-diagonal entries and threefold rotations about the body diagonals make the diagonal entries equal, but the file doesn't prove this. The tensor also has one scalar weight per mesh point and is symmetric by construction, so Hall conductivities and scattering described by a full collision matrix need a different treatment.
